# For a repulsive square barrier, the Born scattering length is too large by at most the fraction $2(kR)^2/5$ of itself

## Barrier, zero-energy wave and sign convention

A particle of mass $m$ meets a spherical barrier of constant height $V > 0$ and radius $R > 0$. The reduced potential is
$$U(r) = \frac{2mV}{\hbar^2} = k^2 \quad (r \le R), \qquad U(r) = 0 \quad (r > R),$$
with $k > 0$. Here $k$ is the decay constant inside the barrier, an inverse length, and not the wave number of the incoming particle, whose energy is zero.

The s-wave is described by the reduced radial function $u(r)$, which is $r$ times the wave function, and by its slope $v = u'$. Inside the barrier $u'' = k^2 u$, and $u(0) = 0$. Outside, $u'' = 0$, so the wave is a straight line. The scattering length $a$ is the point where this line, extended inwards if necessary, crosses zero:
$$u(r) = v(R)\,(r - a) \quad (r \ge R), \qquad v(R) \ne 0.$$
With this sign convention a repulsive barrier has $a > 0$. The Born value of the same quantity is
$$a_B = \int_0^\infty U(r)\, r^2\, dr = \int_0^R k^2 r^2\, dr .$$

## The exact length and its two-sided bound

The exact length and the Born value are
$$a = R - \frac{\tanh(kR)}{k}, \qquad a_B = \frac{k^2R^3}{3},$$
and for all $k, R > 0$
$$\left(1 - \tfrac{2}{5}(kR)^2\right) a_B \;\le\; a \;\le\; a_B .$$
Consequently, if $\tfrac{2}{5}(kR)^2 \le \varepsilon$, then $|a - a_B| \le \varepsilon\, a_B$. The error is measured against the Born value, which is the number that a Born calculation has at hand. Once $(kR)^2$ reaches $5/2$, the lower bound is no longer positive and says nothing useful.

## Radial solvers and neutron pseudopotentials

A code that integrates the radial equation can use the square barrier as a reference case: the extracted length should agree with the closed form and lie between the two bounds, up to discretisation and rounding error. For small $kR$ the closed form itself needs care in floating point, because it subtracts two nearly equal numbers. At $kR = 10^{-4}$ about eight leading digits cancel, while replacing $a$ by $a_B$ costs a relative error of at most $4\times 10^{-9}$.

Neutron scattering calculations often replace the strong, short-ranged nuclear interaction by the Fermi pseudopotential, a delta function whose strength is chosen so that the Born approximation returns the known scattering length. The bound does not cover a delta function, but it does cover a repulsive square barrier of finite radius put in its place, at zero energy. If the barrier is chosen to have a prescribed Born value $a_B$, then $(kR)^2 = 3a_B/R$, and the error fraction is at most $6a_B/(5R)$. Spreading the same Born value over a larger radius therefore tightens the bound.

## From the Wronskian to bounds on tanh

**Exact length.** Compare $u$ with the known solution $\sinh(kr)$ through
$$W(r) = k\cosh(kr)\,u(r) - \sinh(kr)\,v(r).$$
Since $u' = v$ and $v' = k^2u$,
$$W' = k^2\sinh(kr)\,u + k\cosh(kr)\,v - k\cosh(kr)\,v - \sinh(kr)\,k^2u = 0.$$
At the origin $W(0) = k\,u(0) = 0$, so $W(R) = 0$. Inserting $u(R) = v(R)(R-a)$ gives
$$v(R)\,\bigl[k(R-a)\cosh(kR) - \sinh(kR)\bigr] = 0 .$$
Because $v(R) \ne 0$, the bracket vanishes, and $a = R - \tanh(kR)/k$. Conversely, $u = \sinh(kr)$ with $v = k\cosh(kr)$ is a wave with this length, since
$$v(R)\,\frac{\tanh(kR)}{k} = \sinh(kR) = u(R).$$

**Born value.** Integrating $k^2r^2$ from $0$ to $R$ gives $k^2R^3/3$.

**Bounds on $x - \tanh x$.** Let $x > 0$ and write $t = \tanh x$. Three functions that vanish at zero are shown to have nonnegative slope, each using the ones before it.

1. The slope of $x - t$ is $1 - (1 - t^2) = t^2 \ge 0$. Hence $t \le x$.
2. The slope of $x^3/3 - (x - t)$ is $x^2 - t^2 = (x-t)(x+t) \ge 0$. Hence $x - t \le x^3/3$.
3. The slope of $(x - t) - \left(x^3/3 - 2x^5/15\right)$ is $t^2 - x^2 + \tfrac23x^4$. This can be written as
$$\left[\frac{x^3}{3} - (x-t)\right](x+t) + \frac{x^3}{3}(x - t),$$
which is nonnegative by the first two steps. Hence $x - t \ge x^3/3 - 2x^5/15$.

**Return to lengths.** Set $x = kR$. Then
$$ka = x - \tanh x, \qquad k a_B = \frac{x^3}{3}, \qquad k\left(1 - \tfrac25x^2\right)a_B = \frac{x^3}{3} - \frac{2x^5}{15}.$$
Dividing the bounds by $k > 0$ gives the result for $a$. Subtracting $a_B$ yields
$$-\tfrac25(kR)^2a_B \le a - a_B \le 0,$$
from which the statement with $\varepsilon$ follows.

**An attractive well.** The same reasoning, with $U = -k^2$ inside and $\sin(kr)$ as the comparison solution, gives $a = R - \tan(kR)/k$ for $0 < kR < \pi/2$. The slope of $\tan x - x$ is $\tan^2x \ge x^2$, so $a \le -k^2R^3/3$. Below the first resonance the Born value thus understates the strength of the attraction, where for the barrier it overstates the repulsion. This case is argued here by hand and has no theorem in the file.

## The barrier and its bounds in Lean

```lean
import Mathlib

open Set

namespace SquareBarrierBorn

noncomputable section

/-- A zero-energy s-wave `u` with slope `v` inside a barrier of decay constant `k` and
radius `R`; its tangent line at the edge crosses zero at `a`. -/
structure IsBarrierWave (k R a : ℝ) (u v : ℝ → ℝ) : Prop where
  origin : u 0 = 0
  slope : ∀ r ∈ Icc 0 R, HasDerivAt u (v r) r
  radial : ∀ r ∈ Icc 0 R, HasDerivAt v (k ^ 2 * u r) r
  edge : v R ≠ 0
  matching : u R = v R * (R - a)

/-- The barrier has scattering length `a`: some zero-energy wave continues outside as a
straight line through zero at `a`. -/
def HasScatteringLength (k R a : ℝ) : Prop :=
  ∃ u v : ℝ → ℝ, IsBarrierWave k R a u v

/-- The Born value: the integral of the reduced potential `k²` times `r²` over the barrier. -/
def bornLength (k R : ℝ) : ℝ := ∫ r in (0 : ℝ)..R, k ^ 2 * r ^ 2

/-- The radial derivatives of `sinh (kr)` and `k cosh (kr)`. -/
theorem hasDerivAt_inside (k r : ℝ) :
    HasDerivAt (fun x => Real.sinh (k * x)) (k * Real.cosh (k * r)) r ∧
    HasDerivAt (fun x => k * Real.cosh (k * x)) (k ^ 2 * Real.sinh (k * r)) r :=
  ⟨(((hasDerivAt_id' r).const_mul k).sinh).congr_deriv (by ring),
   ((((hasDerivAt_id' r).const_mul k).cosh).const_mul k).congr_deriv (by ring)⟩

/-- The wave `sinh (kr)` realises the scattering length `R - tanh (kR) / k`. -/
theorem barrierWave_witness {k : ℝ} (hk : 0 < k) (R : ℝ) :
    IsBarrierWave k R (R - Real.tanh (k * R) / k)
      (fun r => Real.sinh (k * r)) (fun r => k * Real.cosh (k * r)) where
  origin := by simp
  slope r _ := (hasDerivAt_inside k r).1
  radial r _ := (hasDerivAt_inside k r).2
  edge := (mul_pos hk (Real.cosh_pos (k * R))).ne'
  matching := by
    have hc := (Real.cosh_pos (k * R)).ne'
    have e : k * Real.cosh (k * R) * (Real.sinh (k * R) / Real.cosh (k * R) / k)
        = Real.sinh (k * R) := by field_simp
    simp only [Real.tanh_eq_sinh_div_cosh]
    linear_combination -e

/-- Every scattering length of the barrier equals `R - tanh (kR) / k`. -/
theorem scatteringLength_eq {k R a : ℝ} (hk : 0 < k) (hR : 0 < R)
    (h : HasScatteringLength k R a) : a = R - Real.tanh (k * R) / k := by
  obtain ⟨u, v, h⟩ := h
  -- the Wronskian with `sinh (kr)` is constant inside the barrier
  have hd : ∀ r ∈ Icc 0 R, HasDerivAt
      (fun x => k * Real.cosh (k * x) * u x - Real.sinh (k * x) * v x) 0 r := fun r hr =>
    (((hasDerivAt_inside k r).2.fun_mul (h.slope r hr)).fun_sub
      ((hasDerivAt_inside k r).1.fun_mul (h.radial r hr))).congr_deriv (by ring)
  obtain ⟨c, _, hW⟩ := exists_hasDerivAt_eq_slope
    (fun x => k * Real.cosh (k * x) * u x - Real.sinh (k * x) * v x) (fun _ => 0) hR
    (fun r hr => (hd r hr).continuousAt.continuousWithinAt)
    (fun r hr => hd r (Ioo_subset_Icc_self hr))
  simp only [mul_zero, Real.sinh_zero, h.origin, zero_mul, sub_zero] at hW
  have hW' := (div_eq_zero_iff.1 hW.symm).resolve_right hR.ne'
  rw [h.matching] at hW'
  have key : k * (R - a) * Real.cosh (k * R) = Real.sinh (k * R) :=
    mul_left_cancel₀ h.edge (by linear_combination hW')
  have e : Real.sinh (k * R) / Real.cosh (k * R) / k = R - a := by
    rw [div_div, div_eq_iff (mul_pos (Real.cosh_pos _) hk).ne']
    linear_combination -key
  rw [Real.tanh_eq_sinh_div_cosh, e]
  ring

/-- The Born value of the square barrier is `k² R³ / 3`. -/
theorem bornLength_eq (k R : ℝ) : bornLength k R = k ^ 2 * R ^ 3 / 3 := by
  rw [bornLength, intervalIntegral.integral_const_mul, integral_pow]
  push_cast
  ring

/-- A function that starts at zero with nonnegative slope stays nonnegative. -/
theorem nonneg_of_slope {f f' : ℝ → ℝ} (h0 : f 0 = 0) (hd : ∀ x, HasDerivAt f (f' x) x)
    (hp : ∀ x, 0 < x → 0 ≤ f' x) {x : ℝ} (hx : 0 < x) : 0 ≤ f x := by
  obtain ⟨c, hc, h⟩ := exists_hasDerivAt_eq_slope f f' hx
    (fun y _ => (hd y).continuousAt.continuousWithinAt) (fun y _ => hd y)
  have h1 := hp c hc.1
  rw [h, h0, sub_zero, sub_zero] at h1
  have h2 := mul_nonneg h1 hx.le
  rwa [div_mul_cancel₀ _ hx.ne'] at h2

/-- For `x > 0`, `x - tanh x` lies between `x³/3 - 2x⁵/15` and `x³/3`. -/
theorem sub_tanh_bounds {x : ℝ} (hx : 0 < x) :
    x ^ 3 / 3 - 2 / 15 * x ^ 5 ≤ x - Real.tanh x ∧ x - Real.tanh x ≤ x ^ 3 / 3 := by
  have d1 : ∀ y, HasDerivAt (fun z => z - Real.tanh z) (Real.tanh y ^ 2) y := by
    intro y
    have hc := (Real.cosh_pos y).ne'
    simp only [Real.tanh_eq_sinh_div_cosh]
    refine ((hasDerivAt_id' y).fun_sub
      ((Real.hasDerivAt_sinh y).fun_div (Real.hasDerivAt_cosh y) hc)).congr_deriv ?_
    rw [div_pow, sub_eq_iff_eq_add, ← add_div, eq_div_iff (pow_ne_zero 2 hc)]
    ring
  have h3 : ∀ y : ℝ, HasDerivAt (fun z : ℝ => z ^ 3) (3 * y ^ 2) y := fun y => by
    simpa using hasDerivAt_pow 3 y
  have h5 : ∀ y : ℝ, HasDerivAt (fun z : ℝ => z ^ 5) (5 * y ^ 4) y := fun y => by
    simpa using hasDerivAt_pow 5 y
  have d2 : ∀ y, HasDerivAt (fun z => z ^ 3 / 3 - (z - Real.tanh z))
      (y ^ 2 - Real.tanh y ^ 2) y := fun y =>
    (((h3 y).div_const 3).fun_sub (d1 y)).congr_deriv (by ring)
  have d3 : ∀ y, HasDerivAt (fun z => (z - Real.tanh z) - (z ^ 3 / 3 - 2 / 15 * z ^ 5))
      (Real.tanh y ^ 2 - (y ^ 2 - 2 / 3 * y ^ 4)) y := fun y =>
    ((d1 y).fun_sub (((h3 y).div_const 3).fun_sub
      ((h5 y).const_mul (2 / 15)))).congr_deriv (by ring)
  have ht : ∀ y, 0 < y → 0 < y + Real.tanh y := fun y hy => by
    rw [Real.tanh_eq_sinh_div_cosh]
    exact add_pos hy (div_pos (Real.sinh_pos_iff.2 hy) (Real.cosh_pos y))
  have b1 : ∀ y, 0 < y → 0 ≤ y - Real.tanh y := fun y hy =>
    nonneg_of_slope (f := fun z => z - Real.tanh z) (f' := fun z => Real.tanh z ^ 2)
      (by simp) d1 (fun z _ => sq_nonneg (Real.tanh z)) hy
  have b2 : ∀ y, 0 < y → 0 ≤ y ^ 3 / 3 - (y - Real.tanh y) := fun y hy =>
    nonneg_of_slope (f := fun z => z ^ 3 / 3 - (z - Real.tanh z))
      (f' := fun z => z ^ 2 - Real.tanh z ^ 2) (by simp) d2 (fun z hz => by
        have p := mul_nonneg (b1 z hz) (ht z hz).le
        show 0 ≤ z ^ 2 - Real.tanh z ^ 2
        linarith) hy
  -- feed the cubic bound back into the slope
  have b3 : 0 ≤ (x - Real.tanh x) - (x ^ 3 / 3 - 2 / 15 * x ^ 5) :=
    nonneg_of_slope (f := fun z => (z - Real.tanh z) - (z ^ 3 / 3 - 2 / 15 * z ^ 5))
      (f' := fun z => Real.tanh z ^ 2 - (z ^ 2 - 2 / 3 * z ^ 4)) (by simp) d3 (fun z hz => by
        have p := mul_nonneg (b2 z hz) (ht z hz).le
        have q := mul_nonneg (pow_pos hz 3).le (b1 z hz)
        show 0 ≤ Real.tanh z ^ 2 - (z ^ 2 - 2 / 3 * z ^ 4)
        linarith) hx
  exact ⟨sub_nonneg.1 b3, sub_nonneg.1 (b2 x hx)⟩

/-- The exact scattering length of the barrier is at most the Born value and at least
`1 - 2(kR)²/5` times it. -/
theorem born_bounds {k R a : ℝ} (hk : 0 < k) (hR : 0 < R) (h : HasScatteringLength k R a) :
    (1 - 2 * (k * R) ^ 2 / 5) * bornLength k R ≤ a ∧ a ≤ bornLength k R := by
  have ha : k * a = k * R - Real.tanh (k * R) := by
    rw [scatteringLength_eq hk hR h, mul_sub, mul_div_cancel₀ _ hk.ne']
  obtain ⟨h1, h2⟩ := sub_tanh_bounds (mul_pos hk hR)
  rw [bornLength_eq]
  constructor <;> refine le_of_mul_le_mul_left ?_ hk <;> rw [ha] <;> linarith

/-- If `2(kR)²/5 ≤ ε`, the Born value is off by at most the fraction `ε` of itself. -/
theorem born_accuracy {k R a ε : ℝ} (hk : 0 < k) (hR : 0 < R)
    (h : HasScatteringLength k R a) (hε : 2 * (k * R) ^ 2 / 5 ≤ ε) :
    |a - bornLength k R| ≤ ε * bornLength k R := by
  obtain ⟨h1, h2⟩ := born_bounds hk hR h
  have hb : 0 ≤ bornLength k R := by
    rw [bornLength_eq]; positivity
  have h3 := mul_le_mul_of_nonneg_right hε hb
  have h4 : 0 ≤ 2 * (k * R) ^ 2 / 5 * bornLength k R := mul_nonneg (by positivity) hb
  rw [abs_le]
  constructor <;> linarith

end

end SquareBarrierBorn
```

```lean
#print axioms SquareBarrierBorn.born_bounds
#print axioms SquareBarrierBorn.born_accuracy
```

```
'SquareBarrierBorn.born_bounds' depends on axioms: [propext, Classical.choice, Quot.sound]
'SquareBarrierBorn.born_accuracy' depends on axioms: [propext, Classical.choice, Quot.sound]
```

## How the Lean definitions describe the barrier

`IsBarrierWave k R a u v` says that the real functions `u` and `v` form a zero-energy wave with length `a`. Its fields `origin`, `slope` and `radial` are the condition at $r = 0$ and the two first-order equations inside. The field `edge` requires a nonzero slope at $R$, which rules out the zero wave and an outer line without a single crossing point. The field `matching` is the outer line evaluated at $R$.

The outer wave does not appear as a function of its own. `HasDerivAt` is a two-sided derivative, and it is required at both ends of the closed interval `Icc 0 R`. On this interval `u` is the inner solution. Its values outside the interval only have to fit the derivatives at the two ends and carry no physical meaning; the physical outer wave is the tangent line of `u` at $R$. The jump of $u''$ at the edge of the barrier is thereby kept out of the equations.

`HasScatteringLength k R a` says that some such wave exists, and `bornLength k R` is the integral over the barrier. The theorem `born_bounds` takes any `a` with `HasScatteringLength k R a`, for positive `k` and `R`, and returns both inequalities. `born_accuracy` adds a tolerance `ε` and returns the bound on the absolute difference.

A different model would use one function on the whole half-line, with $u$ and $v$ continuous, $v' = Uu$ away from the edge, and $u = C(r-a)$ with $C \ne 0$ outside. The matching condition would then be derived from continuity instead of being a field of the structure. The length would be the same, and the Wronskian argument would survive, because it needs derivatives only in the open interval and continuity at its ends.

## How the proof follows the derivation

`hasDerivAt_inside` differentiates $\sinh(kr)$ and $k\cosh(kr)$. `barrierWave_witness` uses them to exhibit a wave with the closed-form length, so a scattering length exists for every barrier considered here. `scatteringLength_eq` shows that there is no other value. In it, `hd` is the computation $W' = 0$. The mean value theorem, `exists_hasDerivAt_eq_slope`, turns this into $W(R) = W(0)$, and `mul_left_cancel₀ h.edge` divides by $v(R)$.

`bornLength_eq` evaluates the integral. `nonneg_of_slope` is the principle behind the three steps for $\tanh$: a function that starts at zero with nonnegative slope stays nonnegative, again by the mean value theorem. In `sub_tanh_bounds`, `d1`, `d2` and `d3` compute the three slopes, and `b1`, `b2` and `b3` are the resulting inequalities. Within `b3`, the products `p` and `q` are the nonnegative terms of the third slope, with `q` entering with weight $1/3$; `linarith` combines them.

Finally, `born_bounds` multiplies each desired inequality by $k$ and applies the bounds at $x = kR$. `born_accuracy` splits the absolute value into two inequalities and uses the assumption on `ε`.

## Zero energy, one square barrier, exact real numbers

The theorems concern a single repulsive square barrier, the s-wave and zero energy. They give no bound for smooth potential profiles, for finite incident energy or higher partial waves, for absorbing scatterers with complex scattering lengths, or for multiple scattering in a sample.

The physics enters through the definitions. The relation $k^2 = 2mV/\hbar^2$ and the reduction of the three-dimensional Schrödinger equation to the radial one are part of how the symbols are read. Likewise, `bornLength` is defined as the first-order integral and is not derived from a perturbation series. All quantities are exact real numbers, so the rounding and discretisation errors of a program have to be estimated separately and added to the bound.
